# A symmetric operator can have a negative transition strength between biorthonormal eigenstates of a non-Hermitian two-state model

## The square root at the end of a spectrum calculation

In an equation-of-motion coupled-cluster (EOM-CC) calculation, the intensity of a line is obtained from a product of two transition moments, one from the ground state to the excited state and one back. If a program reports a single real magnitude for the transition dipole as the square root of such a product, this step needs the product to be nonnegative.

For a Hermitian Hamiltonian and a Hermitian operator, with each left eigenvector taken as the adjoint of its normalised right partner, the two moments are complex conjugates and their product is a squared modulus. The effective Hamiltonian of coupled-cluster theory is not Hermitian. Its left and right eigenvectors differ, and the two moments are separate numbers. The model below has two states, real energies and correctly normalised eigenvectors, and its product of moments can still be negative. In this model, where the operator is kept symmetric and untransformed, a negative product need not signal a complex energy or a faulty normalisation. EOM-CC transforms the operator together with the Hamiltonian, so the model is not the EOM-CC recipe itself; the difference is discussed below with the Lean encoding.

## Two states with a one-sided coupling

Let \(c\) be a real number and take

\[
M=\begin{pmatrix}0&c\\0&1\end{pmatrix},\qquad
F=\begin{pmatrix}0&1\\1&0\end{pmatrix}.
\]

Rows, columns and vector components are numbered 0 and 1. Basis state 0 can be read as the reference determinant and basis state 1 as a single excited configuration. Energies are measured from the ground state, in units of the excitation energy, so the eigenvalues are 0 and 1.

The zero in the lower left corner of \(M\) stands for the solved amplitude equations: the effective Hamiltonian does not take the reference into the excited configuration. The entry \(c\) is the coupling in the opposite direction, which those equations do not remove. The matrix \(M\) is symmetric only when \(c=0\).

The matrix \(F\) exchanges the two basis states. It stands for a real transition operator, such as a dipole component in a real basis, with equal diagonal elements set to zero and the off-diagonal element set to one.

Write \(r_0,r_1\) for right eigenvectors (columns) and \(l_0,l_1\) for left eigenvectors (rows), with

\[
Mr_0=0,\quad Mr_1=r_1,\quad l_0M=0,\quad l_1M=l_1,\quad l_0r_0=l_1r_1=1.
\]

For a real \(2\times2\) matrix \(V\), the transition strength is

\[
S(V)=(l_0Vr_1)(l_1Vr_0).
\]

## What is claimed

For every choice of eigenvectors that satisfies these equations:

- \(S(F)=1-c^2\), which is negative exactly when \(|c|>1\).
- \(S(V)\ge 0\) for all real symmetric \(V\) if and only if \(c=0\).

The first claim concerns one fixed operator and needs a strong coupling. The second lets the operator vary, and then any nonzero coupling admits a symmetric operator with negative strength.

## The eigenvectors up to scale

Let \(r(i)\) and \(l(i)\) denote components. Multiplication by \(M\) gives

\[
Mr=\begin{pmatrix}c\,r(1)\\ r(1)\end{pmatrix},\qquad
lM=\bigl(0,\; c\,l(0)+l(1)\bigr).
\]

The four eigenvector equations therefore yield

\[
r_0(1)=0,\qquad r_1(0)=c\,r_1(1),\qquad l_0(1)=-c\,l_0(0),\qquad l_1(0)=0.
\]

Each vector has one free scale factor left. The normalisations tie these factors together in pairs:

\[
l_0(0)\,r_0(0)=1,\qquad l_1(1)\,r_1(1)=1.
\]

The simplest choice sets all four factors to one:

\[
l_0=(1,-c),\quad r_0=\begin{pmatrix}1\\0\end{pmatrix},\quad
l_1=(0,1),\quad r_1=\begin{pmatrix}c\\1\end{pmatrix}.
\]

The right ground state is the reference alone, while the left ground state has a component \(-c\) on the excited configuration. This is the familiar asymmetry between the two ground-state vectors of coupled-cluster theory.

Orthogonality between different states follows from the component relations:

\[
l_0r_1=l_0(0)\,c\,r_1(1)-c\,l_0(0)\,r_1(1)=0,\qquad
l_1r_0=0\cdot r_0(0)+l_1(1)\cdot 0=0.
\]

It is a consequence of the eigenvector equations and not a further condition on the vectors.

## The strength of an arbitrary operator

Let \(V\) have elements \(V_{ij}\). The moment with \(l_0\) on the left is

\[
\begin{aligned}
l_0Vr_1
&=l_0(0)\,r_1(1)\,\bigl[(cV_{00}+V_{01})-c\,(cV_{10}+V_{11})\bigr]\\
&=l_0(0)\,r_1(1)\,\bigl[V_{01}+c\,(V_{00}-V_{11})-c^2V_{10}\bigr].
\end{aligned}
\]

The other moment is shorter, because \(l_1\) and \(r_0\) have one nonzero component each:

\[
l_1Vr_0=l_1(1)\,r_0(0)\,V_{10}.
\]

In the product, the scale factors combine into \(l_0(0)r_0(0)\cdot l_1(1)r_1(1)=1\), so

\[
S(V)=V_{10}\bigl[V_{01}+c\,(V_{00}-V_{11})-c^2V_{10}\bigr].
\]

Each moment depends on how the eigenvectors are scaled, and even its sign can be changed. The product does not depend on this choice.

## The sign for the exchange operator

For \(V=F\) the diagonal elements vanish and \(V_{01}=V_{10}=1\). The formula becomes

\[
S(F)=1-c^2 .
\]

This is negative exactly when \(c^2>1\), that is, when \(|c|>1\). For \(c=2\) and the simple eigenvectors above, the moments are \(l_0Fr_1=-3\) and \(l_1Fr_0=1\), and the strength is \(-3\).

## Weak coupling and unequal diagonal elements

If \(c=0\) and \(V\) is symmetric, the formula reduces to \(S(V)=V_{01}^2\ge0\), the usual Hermitian result.

If \(c\neq0\), take the symmetric operator

\[
V=\begin{pmatrix}c-2/c&1\\1&0\end{pmatrix}.
\]

Its strength is

\[
S(V)=1+c\left(c-\frac2c\right)-c^2=1+c^2-2-c^2=-1 .
\]

A small coupling thus suffices for a negative value, provided that the diagonal elements of the operator differ enough, relative to the off-diagonal element, and in the direction that makes \(c\,V_{01}(V_{00}-V_{11})\) negative. In this example the difference grows like \(2/|c|\) as \(c\) tends to zero: for \(c=0.1\) it is \(-19.9\), against an off-diagonal element of 1. For a dipole operator, the diagonal difference stands for a difference between the static dipoles of the two configurations.

## A flipped sign in the normalisation

Suppose that the condition \(l_1r_1=1\) is dropped and the other five equations are kept. Take \(c=0\) and

\[
l_0=(1,0),\quad r_0=\begin{pmatrix}1\\0\end{pmatrix},\quad
l_1=(0,-1),\quad r_1=\begin{pmatrix}0\\1\end{pmatrix}.
\]

All eigenvector equations hold, but \(l_1r_1=-1\). The moments of \(F\) are \(l_0Fr_1=1\) and \(l_1Fr_0=-1\), so the strength is \(-1\), whereas \(1-c^2=1\). A negative product is therefore informative only after both normalisations, signs included, have been checked.

## How the Lean statement encodes the model

The matrix \(M\) is `effH c` and \(F\) is `flip`. Both have type `Matrix (Fin 2) (Fin 2) ℝ`, so rows and columns carry the indices 0 and 1 used above. Vectors are functions `Fin 2 → ℝ`. Lean does not distinguish rows from columns here. The side on which a vector acts is shown by the operation: `*ᵥ` applies a matrix to a vector on its right, and `ᵥ*` applies a vector from the left. The pairing `⬝ᵥ` is the plain sum of products of components, without complex conjugation.

The definition `strength` is \(S(V)\), with the four vectors as explicit arguments. The structure `IsEigenSystem` collects the four eigenvector equations and the two normalisations. The normalisations also exclude zero vectors. Orthogonality between different states is not among the fields.

The theorems take a hypothesis `h : IsEigenSystem c l₀ r₀ l₁ r₁` and hence apply to every admissible scaling. The theorem `isEigenSystem_witness` supplies such a system for each real \(c\), so the negative strengths do occur. In `strength_nonneg_forall_iff`, the quantifier runs over all real matrices with `V.IsSymm`, while the coupling and the eigenvectors stay fixed.

The model has one excited configuration, real entries and an excitation energy fixed at 1. The coupling \(c\) is a free parameter and is not derived from a molecule or from cluster amplitudes. If \(M\) were obtained as \(e^{-T}He^{T}\) from a real symmetric \(2\times2\) Hamiltonian \(H\) with eigenvalues 0 and 1, with \(T\) holding a single amplitude \(t\) in its lower left corner, the coupling would be \(c=-t/(1+t^2)\) and hence \(|c|\le 1/2\). The range \(|c|>1\), including the example \(c=2\), does not arise in that way.

The symmetry of \(V\) is also a postulate, and it matters for the comparison with coupled-cluster theory. There the transition operator undergoes the same similarity transformation as the Hamiltonian and generally loses its symmetry. If both matrices come from real symmetric ones by one common invertible transformation on the full space, the transformation cancels in each moment, and the strength between nondegenerate states is again a square. Truncating the space can spoil this cancellation. The model does not describe this truncation. It sets a non-symmetric Hamiltonian beside an untransformed symmetric operator, and it predicts neither whether a negative strength occurs in a given molecule nor how large it would be.

## The complete Lean file

```lean
import Mathlib

open Matrix

namespace NegativeTransitionStrength

noncomputable section

/-- The effective Hamiltonian with energies 0 and 1 on the diagonal and a one-sided
coupling `c`. -/
def effH (c : ℝ) : Matrix (Fin 2) (Fin 2) ℝ := !![0, c; 0, 1]

/-- The symmetric transition operator that exchanges the two basis states. -/
def flip : Matrix (Fin 2) (Fin 2) ℝ := !![0, 1; 1, 0]

/-- The transition strength `(l₀ V r₁) (l₁ V r₀)` built from left and right vectors. -/
def strength (V : Matrix (Fin 2) (Fin 2) ℝ) (l₀ r₀ l₁ r₁ : Fin 2 → ℝ) : ℝ :=
  (l₀ ⬝ᵥ (V *ᵥ r₁)) * (l₁ ⬝ᵥ (V *ᵥ r₀))

/-- Left and right eigenvectors of the effective Hamiltonian at the eigenvalues 0 and 1,
each left vector normalized against its right partner. -/
structure IsEigenSystem (c : ℝ) (l₀ r₀ l₁ r₁ : Fin 2 → ℝ) : Prop where
  right₀ : effH c *ᵥ r₀ = 0
  right₁ : effH c *ᵥ r₁ = r₁
  left₀ : l₀ ᵥ* effH c = 0
  left₁ : l₁ ᵥ* effH c = l₁
  norm₀ : l₀ ⬝ᵥ r₀ = 1
  norm₁ : l₁ ⬝ᵥ r₁ = 1

variable {c : ℝ} {l₀ r₀ l₁ r₁ : Fin 2 → ℝ}

/-- For every coupling `c`, the vectors `l₀ = (1, -c)`, `r₀ = (1, 0)`, `l₁ = (0, 1)`,
`r₁ = (c, 1)` are normalized left and right eigenvectors. -/
theorem isEigenSystem_witness (c : ℝ) :
    IsEigenSystem c ![1, -c] ![1, 0] ![0, 1] ![c, 1] := by
  refine ⟨?_, ?_, ?_, ?_, ?_, ?_⟩
  · ext i
    fin_cases i <;> simp [effH, Matrix.mulVec, dotProduct, Fin.sum_univ_two]
  · ext i
    fin_cases i <;> simp [effH, Matrix.mulVec, dotProduct, Fin.sum_univ_two]
  · ext i
    fin_cases i <;> simp [effH, Matrix.vecMul, dotProduct, Fin.sum_univ_two]
  · ext i
    fin_cases i <;> simp [effH, Matrix.vecMul, dotProduct, Fin.sum_univ_two]
  · simp [dotProduct, Fin.sum_univ_two]
  · simp [dotProduct, Fin.sum_univ_two]

/-- The eigenvector equations fix the ratio of the two components of each left and right
eigenvector. -/
theorem components (h : IsEigenSystem c l₀ r₀ l₁ r₁) :
    r₀ 1 = 0 ∧ r₁ 0 = c * r₁ 1 ∧ l₀ 1 = -(c * l₀ 0) ∧ l₁ 0 = 0 := by
  have h1 := congrFun h.right₀ 1
  have h2 := congrFun h.right₁ 0
  have h3 := congrFun h.left₀ 1
  have h4 := congrFun h.left₁ 0
  simp [effH, Matrix.mulVec, dotProduct, Fin.sum_univ_two] at h1 h2
  simp [effH, Matrix.vecMul, dotProduct, Fin.sum_univ_two] at h3 h4
  refine ⟨?_, ?_, ?_, ?_⟩ <;> linarith

/-- Left and right eigenvectors that belong to different energies are orthogonal. -/
theorem biorthogonal (h : IsEigenSystem c l₀ r₀ l₁ r₁) :
    l₀ ⬝ᵥ r₁ = 0 ∧ l₁ ⬝ᵥ r₀ = 0 := by
  obtain ⟨hr0, hr1, hl0, hl1⟩ := components h
  constructor
  · simp only [dotProduct, Fin.sum_univ_two, hr1, hl0]
    ring
  · simp only [dotProduct, Fin.sum_univ_two, hr0, hl1]
    ring

/-- The transition strength of an arbitrary operator `V`, in terms of its matrix elements
and the coupling `c`, for any choice of normalized eigenvectors. -/
theorem strength_eq (h : IsEigenSystem c l₀ r₀ l₁ r₁) (V : Matrix (Fin 2) (Fin 2) ℝ) :
    strength V l₀ r₀ l₁ r₁
      = V 1 0 * (V 0 1 + c * (V 0 0 - V 1 1) - c ^ 2 * V 1 0) := by
  obtain ⟨hr0, hr1, hl0, hl1⟩ := components h
  have n0 := h.norm₀
  have n1 := h.norm₁
  simp only [dotProduct, Fin.sum_univ_two, hr0] at n0
  simp only [dotProduct, Fin.sum_univ_two, hl1] at n1
  simp only [strength, Matrix.mulVec, dotProduct, Fin.sum_univ_two, hr0, hr1, hl0, hl1]
  -- the free scale factors enter only through the two normalization products
  linear_combination
    (V 1 0 * (V 0 1 + c * (V 0 0 - V 1 1) - c ^ 2 * V 1 0)) * (l₁ 1 * r₁ 1) * n0
      + (V 1 0 * (V 0 1 + c * (V 0 0 - V 1 1) - c ^ 2 * V 1 0)) * n1

/-- The exchange operator has transition strength `1 - c²` between the two eigenstates. -/
theorem strength_flip (h : IsEigenSystem c l₀ r₀ l₁ r₁) :
    strength flip l₀ r₀ l₁ r₁ = 1 - c ^ 2 := by
  rw [strength_eq h]
  simp [flip]

/-- The transition strength of the exchange operator is negative exactly when the coupling
exceeds 1 in magnitude. -/
theorem strength_flip_neg_iff (h : IsEigenSystem c l₀ r₀ l₁ r₁) :
    strength flip l₀ r₀ l₁ r₁ < 0 ↔ 1 < |c| := by
  rw [strength_flip h]
  constructor
  · intro hc
    by_contra hn
    have hle : |c| ≤ 1 := le_of_not_gt hn
    nlinarith [sq_abs c, abs_nonneg c]
  · intro hc
    nlinarith [sq_abs c, abs_nonneg c]

/-- All symmetric operators have nonnegative transition strength if and only if the
one-sided coupling `c` vanishes. -/
theorem strength_nonneg_forall_iff (h : IsEigenSystem c l₀ r₀ l₁ r₁) :
    (∀ V : Matrix (Fin 2) (Fin 2) ℝ, V.IsSymm → 0 ≤ strength V l₀ r₀ l₁ r₁) ↔ c = 0 := by
  constructor
  · intro hpos
    by_contra hc
    -- a suitable diagonal element makes the strength equal to -1
    have hs : (!![c - 2 / c, 1; 1, 0] : Matrix (Fin 2) (Fin 2) ℝ)ᵀ
        = !![c - 2 / c, 1; 1, 0] := by
      ext i j
      fin_cases i <;> fin_cases j <;> rfl
    have hp := hpos _ hs
    rw [strength_eq h] at hp
    have hval : c * (c - 2 / c) = c ^ 2 - 2 := by
      field_simp
    have hp' : 0 ≤ 1 + c * (c - 2 / c) - c ^ 2 := by
      simpa using hp
    linarith
  · intro hc V hV
    have hs : V 1 0 = V 0 1 := hV.apply 0 1
    rw [strength_eq h, hs, hc]
    nlinarith [sq_nonneg (V 0 1)]

end

end NegativeTransitionStrength
```

```lean
#print axioms NegativeTransitionStrength.biorthogonal
#print axioms NegativeTransitionStrength.strength_flip
#print axioms NegativeTransitionStrength.strength_flip_neg_iff
#print axioms NegativeTransitionStrength.strength_nonneg_forall_iff
```

```
'NegativeTransitionStrength.biorthogonal' depends on axioms: [propext, Classical.choice, Quot.sound]
'NegativeTransitionStrength.strength_flip' depends on axioms: [propext, Classical.choice, Quot.sound]
'NegativeTransitionStrength.strength_flip_neg_iff' depends on axioms: [propext, Classical.choice, Quot.sound]
'NegativeTransitionStrength.strength_nonneg_forall_iff' depends on axioms: [propext, Classical.choice, Quot.sound]
```

## From components to the general formula

The theorem `isEigenSystem_witness` checks the six conditions for the simple eigenvectors. The four vector equations are split into components by `ext i` and `fin_cases i`, and `simp` evaluates the sums. The two normalisations are single numbers and need no splitting.

The theorem `components` reads off the four relations between vector components. Each use of `congrFun` selects one component of an eigenvector equation, chosen so that the other component follows from it. For example, component 1 of \(Mr_0=0\) gives \(r_0(1)=0\). After `simp` has written out the matrix products, `linarith` puts the relations into the stated form.

The theorem `biorthogonal` inserts these relations into the two mixed pairings, and `ring` confirms that the terms cancel, as in the calculation above. The later theorems do not use it, since they work from the components directly.

The theorem `strength_eq` carries the main computation. It first rewrites the normalisations with the component relations, so that `n0` expresses \(l_0(0)r_0(0)=1\) and `n1` expresses \(l_1(1)r_1(1)=1\). It then expands the strength. With \(X\) for the right-hand side of the formula, what remains is

\[
X\,\bigl(l_0(0)r_0(0)\bigr)\bigl(l_1(1)r_1(1)\bigr)=X .
\]

The call to `linear_combination` proves this by adding two multiples of the normalisations. The first, `n0` times \(X\,l_1(1)r_1(1)\), removes the ground-state pair of factors. The second, `n1` times \(X\), removes the excited-state pair. This is the cancellation of scale factors from the derivation, done in two steps.

## From the formula to the signs

The theorem `strength_flip` rewrites with `strength_eq` and inserts the entries of `flip`, which leaves \(1-c^2\).

In `strength_flip_neg_iff`, the remaining task is to compare \(c^2>1\) with \(|c|>1\). The lemma `sq_abs` provides \(|c|^2=c^2\), and `nlinarith` supplies the products of inequalities. The forward direction argues by contradiction: if \(|c|\le1\), then \(c^2\le1\), and \(1-c^2\) cannot be negative.

The theorem `strength_nonneg_forall_iff` has two halves. In the forward half, all symmetric operators are assumed to have nonnegative strength, and \(c\neq0\) is assumed for contradiction. The step `hs` verifies that the matrix with diagonal element \(c-2/c\) is symmetric, so the assumption applies to it. The step `hval` computes \(c(c-2/c)=c^2-2\), using \(c\neq0\). The inequality `hp'` then says \(0\le-1\) once this value is inserted, and `linarith` closes the case.

In the reverse half, the symmetry of `V` gives \(V_{10}=V_{01}\). With \(c=0\), the general formula becomes \(V_{01}^2\), and `sq_nonneg` provides its sign.
